# With all spin-up orbitals first, spin-conserving excitations factorise over alpha and beta strings

## A sign that depends on the other spin

Order four spin orbitals as 0↑, 0↓, 1↑, 1↓ and move an electron from 0↓ to 1↓. If 1↑ is occupied, the electron passes it and the determinant changes sign; if 1↑ is empty, it does not. A table of excitations between spin-down strings therefore cannot hold the correct sign, because the sign depends on the spin-up electrons.

Placing all spin-up orbitals before all spin-down ones removes this dependence from products that create and annihilate an electron of the same spin. A single spin-down creator still carries a sign from the spin-up electrons.

In full configuration interaction with a finite set of orthonormal spin orbitals, the coefficients can be stored as a matrix with alpha strings as rows and beta strings as columns. With the spin-up orbitals first, a one-spin excitation acts on the row index or the column index alone, with no sign from the other spin.

## Determinants as pairs of strings

Take \(K\) spin-up and \(L\) spin-down orbitals, each set numbered from 0. The usual case is \(K=L\), with shared spatial orbitals. A determinant is a pair \((\alpha,\beta)\) of occupation strings. For a string \(t\), define

\[
\operatorname{sgn}(t)=(-1)^{\sum_q t_q},\qquad \varphi_p(t)=(-1)^{\sum_{q<p}t_q}.
\]

The creator \(c(p)\) fills an empty orbital \(p\) with the factor \(\varphi_p(t)\) and gives zero if \(p\) is occupied. The annihilator \(a(p)\) is its adjoint, \(M(p,q)=c(p)a(q)\), and \(\Gamma\) is the diagonal matrix with entries \(\operatorname{sgn}(\alpha)\). The main result is

\[
c(p{\uparrow})a(q{\uparrow})=M(p,q)\otimes 1,\qquad
c(r{\downarrow})a(s{\downarrow})=1\otimes M(r,s).
\]

Here \(M\) belongs to one spin; the textbook \(E_{pq}\) is usually the sum over both spins.

In Lean, `Str n` is the type of strings and `create`, `annihilate`, `excite` and `parity` are \(c\), \(a\), \(M\) and \(\Gamma\), as complex matrices whose columns label the initial string. The strings \(\alpha,\beta\) appear as `a` and `b`. Orbital \(p{\uparrow}\) is `Fin.castAdd L p`, at position \(p\); orbital \(r{\downarrow}\) is `Fin.natAdd K r`, at position \(K+r\). The bijection `strings` joins two strings into one, `inStrings` rewrites an operator in the basis of pairs, and `⊗ₖ` is the Kronecker product. All electron numbers are included.

The model starts from occupation strings. That they represent antisymmetrised products of orthonormal spin orbitals, each purely up or down, is the physical identification the reader supplies.

## The parity appears twice and cancels

Filling \(p{\uparrow}\) changes only \(\alpha\), and filling \(r{\downarrow}\) changes only \(\beta\). Only spin-up orbitals precede \(p{\uparrow}\), so its sign is \(\varphi_p(\alpha)\). All spin-up orbitals precede \(r{\downarrow}\), so its sign is \(\operatorname{sgn}(\alpha)\varphi_r(\beta)\). Hence

\[
c(p{\uparrow})=c(p)\otimes 1,\qquad c(r{\downarrow})=\Gamma\otimes c(r).
\]

Since \(\Gamma\) is real and diagonal, taking adjoints gives \(a(q{\uparrow})=a(q)\otimes1\) and \(a(s{\downarrow})=\Gamma\otimes a(s)\). Now use \((A\otimes B)(C\otimes D)=AC\otimes BD\). The spin-up product is immediate, and since \(\Gamma^2=1\),

\[
c(r{\downarrow})a(s{\downarrow})=\Gamma^2\otimes c(r)a(s)=1\otimes M(r,s).
\]

Placing this pair between a spin-up creator and annihilator gives the opposite-spin two-electron operator:

\[
c(p{\uparrow})c(r{\downarrow})a(s{\downarrow})a(q{\uparrow})
=(c(p)\otimes1)(1\otimes M(r,s))(a(q)\otimes1)
=M(p,q)\otimes M(r,s).
\]

Adding an alpha electron reverses the parity, so \(\Gamma c(p)=-c(p)\Gamma\). Therefore

\[
c(p{\uparrow})c(r{\downarrow})=c(p)\Gamma\otimes c(r)
=-\Gamma c(p)\otimes c(r)=-c(r{\downarrow})c(p{\uparrow}).
\]

## Why one spin-down creator keeps its sign

Let \(K>0\) and suppose \(\Gamma\otimes c(r)=1\otimes X\). Choose \(\beta\) with \(r\) empty, and let \(\beta'\) be \(\beta\) with \(r\) filled. Comparing entries at fixed \(\alpha\) gives

\[
\operatorname{sgn}(\alpha)\varphi_r(\beta)=X_{\beta'\beta}.
\]

The left side takes opposite values for the empty alpha string and for one with a single electron, while the right side is the same. This would force \(\varphi_r(\beta)=0\), but \(\varphi_r(\beta)=\pm1\).

For \(K=0\) the conclusion fails. The only alpha string is empty, \(\Gamma=1\), and the creator equals \(1\otimes c(r)\).

## Three orbitals per spin

Take \(K=L=3\), \(\alpha=(1,0,0)\) and \(\beta=(1,1,0)\), and apply \(c(2{\downarrow})a(0{\downarrow})\). The joined string is \((1,0,0,1,1,0)\). Removing the electron at position 3 passes one electron and gives \(-1\). Filling position 5 then passes two, at positions 0 and 4, and gives \(+1\). The total is \(-1\).

On the beta string alone, \(a(0)\) gives \(+1\) and \(c(2)\) passes one electron, giving \(-1\). The total is again \(-1\), with final string \((0,1,1)\), as \(1\otimes M(2,0)\) requires.

## The Lean file

```lean
import Mathlib

open Matrix
open scoped Kronecker

namespace AlphaBetaStrings

noncomputable section

/-- An occupation string: which of `n` ordered orbitals are occupied. -/
abbrev Str (n : ℕ) := Fin n → Bool

/-- The parity sign of a string, `(-1)` to the number of its electrons. -/
def sgn {n : ℕ} (s : Str n) : ℂ := (-1) ^ (∑ q, (s q).toNat)

/-- The Jordan-Wigner sign, `(-1)` to the number of electrons in orbitals before `p`. -/
def phase {n : ℕ} (p : Fin n) (s : Str n) : ℂ :=
  (-1) ^ (∑ q, if q < p then (s q).toNat else 0)

/-- The creator `c(p)`: it fills orbital `p`, if empty, with the Jordan-Wigner sign. -/
def create {n : ℕ} (p : Fin n) : Matrix (Str n) (Str n) ℂ :=
  Matrix.of fun s t => if t p = false ∧ s = Function.update t p true then phase p t else 0

/-- The annihilator `a(p)`, the adjoint of the creator. -/
def annihilate {n : ℕ} (p : Fin n) : Matrix (Str n) (Str n) ℂ := (create p)ᴴ

/-- The excitation matrix `M(p,q) = c(p) a(q)`. -/
def excite {n : ℕ} (p q : Fin n) : Matrix (Str n) (Str n) ℂ := create p * annihilate q

/-- The parity operator, diagonal in the strings. -/
def parity (n : ℕ) : Matrix (Str n) (Str n) ℂ := Matrix.diagonal sgn

/-- Pairs of an alpha and a beta string are the determinants of all spin orbitals,
with the alpha orbitals first. -/
def strings {K L : ℕ} : Str K × Str L ≃ Str (K + L) where
  toFun x := Fin.append x.1 x.2
  invFun s := (fun i => s (Fin.castAdd L i), fun j => s (Fin.natAdd K j))
  left_inv x := Prod.ext (funext fun i => Fin.append_left x.1 x.2 i)
    (funext fun j => Fin.append_right x.1 x.2 j)
  right_inv s := funext fun q => by
    induction q using Fin.addCases <;> simp

/-- An operator on determinants, written in the basis of string pairs. -/
def inStrings {K L : ℕ} (A : Matrix (Str (K + L)) (Str (K + L)) ℂ) :
    Matrix (Str K × Str L) (Str K × Str L) ℂ := A.submatrix strings strings

/-- Passing to string pairs respects operator products. -/
theorem inStrings_mul {K L : ℕ} (A B : Matrix (Str (K + L)) (Str (K + L)) ℂ) :
    inStrings (A * B) = inStrings A * inStrings B :=
  (Matrix.submatrix_mul_equiv A B _ strings _).symm

/-- Filling a spin-up orbital changes only the alpha string, and filling a spin-down
orbital changes only the beta string. -/
theorem fill_iff {K L : ℕ} (a' a : Str K) (b' b : Str L) :
    (∀ p : Fin K, Fin.append a' b' = Function.update (Fin.append a b) (Fin.castAdd L p) true ↔
      a' = Function.update a p true ∧ b' = b) ∧
    (∀ r : Fin L, Fin.append a' b' = Function.update (Fin.append a b) (Fin.natAdd K r) true ↔
      a' = a ∧ b' = Function.update b r true) := by
  have inj (x : Str K) (y : Str L) : Fin.append a' b' = Fin.append x y ↔ a' = x ∧ b' = y :=
    (strings.injective.eq_iff (a := (a', b')) (b := (x, y))).trans Prod.ext_iff
  constructor
  · intro p
    rw [← inj]
    suffices h : Function.update (Fin.append a b) (Fin.castAdd L p) true =
        Fin.append (Function.update a p true) b by rw [h]
    funext q
    induction q using Fin.addCases with
    | left i =>
      by_cases h : i = p
      · rw [h]; simp
      · have h' : Fin.castAdd L i ≠ Fin.castAdd L p := fun e => h (Fin.ext (by
          have hv := congrArg Fin.val e
          exact hv))
        rw [Function.update_of_ne h', Fin.append_left, Fin.append_left, Function.update_of_ne h]
    | right j =>
      have h' : Fin.natAdd K j ≠ Fin.castAdd L p := fun e => by
        have h : K + j.val = p.val := congrArg Fin.val e
        have := p.isLt
        omega
      rw [Function.update_of_ne h', Fin.append_right, Fin.append_right]
  · intro r
    rw [← inj]
    suffices h : Function.update (Fin.append a b) (Fin.natAdd K r) true =
        Fin.append a (Function.update b r true) by rw [h]
    funext q
    induction q using Fin.addCases with
    | left i =>
      have h' : Fin.castAdd L i ≠ Fin.natAdd K r := fun e => by
        have h : i.val = K + r.val := congrArg Fin.val e
        have := i.isLt
        omega
      rw [Function.update_of_ne h', Fin.append_left, Fin.append_left]
    | right j =>
      by_cases h : j = r
      · rw [h]; simp
      · have h' : Fin.natAdd K j ≠ Fin.natAdd K r := fun e => h (Fin.ext (by
          have h : K + j.val = K + r.val := congrArg Fin.val e
          omega))
        rw [Function.update_of_ne h', Fin.append_right, Fin.append_right, Function.update_of_ne h]

/-- The Jordan-Wigner sign of a spin-up orbital depends on the alpha string alone; that of a
spin-down orbital is its sign in the beta string times the alpha parity. -/
theorem phase_append {K L : ℕ} (a : Str K) (b : Str L) :
    (∀ p : Fin K, phase (Fin.castAdd L p) (Fin.append a b) = phase p a) ∧
    (∀ r : Fin L, phase (Fin.natAdd K r) (Fin.append a b) = sgn a * phase r b) := by
  constructor
  · intro p
    have h1 (q : Fin K) : Fin.castAdd L q < Fin.castAdd L p ↔ q < p := Iff.rfl
    have h2 (q : Fin L) : ¬ Fin.natAdd K q < Fin.castAdd L p := fun h => by
      have h' : K + q.val < p.val := h
      have := p.isLt
      omega
    simp only [phase, Fin.sum_univ_add, Fin.append_left, h1, h2,
      ↓reduceIte, Finset.sum_const_zero, add_zero]
  · intro r
    have h3 (q : Fin K) : Fin.castAdd L q < Fin.natAdd K r := by
      change q.val < K + r.val
      have := q.isLt
      omega
    have h4 (q : Fin L) : Fin.natAdd K q < Fin.natAdd K r ↔ q < r := by
      change K + q.val < K + r.val ↔ q.val < r.val
      omega
    simp only [phase, sgn, Fin.sum_univ_add, Fin.append_left, Fin.append_right, h3, h4,
      ↓reduceIte, pow_add]

/-- Adding an electron to an empty orbital reverses the parity of a string. -/
theorem sgn_fill {n : ℕ} (s : Str n) (p : Fin n) (h : s p = false) :
    sgn (Function.update s p true) = -sgn s := by
  have key : ∑ q, (Function.update s p true q).toNat = (∑ q, (s q).toNat) + 1 := by
    have e1 := Finset.add_sum_erase Finset.univ
      (fun q => (Function.update s p true q).toNat) (Finset.mem_univ p)
    have e2 := Finset.add_sum_erase Finset.univ (fun q => (s q).toNat) (Finset.mem_univ p)
    have e3 : ∑ q ∈ Finset.univ.erase p, (Function.update s p true q).toNat =
        ∑ q ∈ Finset.univ.erase p, (s q).toNat :=
      Finset.sum_congr rfl fun q hq => by
        rw [Function.update_of_ne (Finset.ne_of_mem_erase hq)]
    simp only [Function.update_self, Bool.toNat_true] at e1
    simp only [h, Bool.toNat_false] at e2
    omega
  unfold sgn
  rw [key, pow_succ]
  ring

/-- A spin-up creator acts on the alpha string alone, while a spin-down creator acts on the
beta string and multiplies by the alpha parity. -/
theorem create_factor (K L : ℕ) :
    (∀ p : Fin K, inStrings (create (Fin.castAdd L p)) =
      create p ⊗ₖ (1 : Matrix (Str L) (Str L) ℂ)) ∧
    (∀ r : Fin L, inStrings (create (Fin.natAdd K r)) = parity K ⊗ₖ create r) := by
  constructor
  · intro p
    ext ⟨a', b'⟩ ⟨a, b⟩
    change (if Fin.append a b (Fin.castAdd L p) = false ∧ Fin.append a' b' =
      Function.update (Fin.append a b) (Fin.castAdd L p) true
      then phase (Fin.castAdd L p) (Fin.append a b) else 0) = _
    simp only [(fill_iff a' a b' b).1, (phase_append a b).1, Fin.append_left,
      Matrix.kroneckerMap_apply, Matrix.one_apply, create, Matrix.of_apply]
    by_cases h1 : a p = false <;> by_cases h2 : a' = Function.update a p true <;>
      by_cases h3 : b' = b <;> simp [h1, h2, h3]
  · intro r
    ext ⟨a', b'⟩ ⟨a, b⟩
    change (if Fin.append a b (Fin.natAdd K r) = false ∧ Fin.append a' b' =
      Function.update (Fin.append a b) (Fin.natAdd K r) true
      then phase (Fin.natAdd K r) (Fin.append a b) else 0) = _
    simp only [(fill_iff a' a b' b).2, (phase_append a b).2, Fin.append_right,
      Matrix.kroneckerMap_apply, parity, Matrix.diagonal_apply, create, Matrix.of_apply]
    by_cases h1 : b r = false <;> by_cases h2 : b' = Function.update b r true <;>
      by_cases h3 : a' = a <;> simp [h1, h2, h3]

/-- Annihilators factorise in the same way, with the alpha parity on spin-down ones. -/
theorem annihilate_factor (K L : ℕ) :
    (∀ p : Fin K, inStrings (annihilate (Fin.castAdd L p)) =
      annihilate p ⊗ₖ (1 : Matrix (Str L) (Str L) ℂ)) ∧
    (∀ r : Fin L, inStrings (annihilate (Fin.natAdd K r)) = parity K ⊗ₖ annihilate r) := by
  have adj (A : Matrix (Str (K + L)) (Str (K + L)) ℂ) : inStrings Aᴴ = (inStrings A)ᴴ := rfl
  have par : (parity K)ᴴ = parity K := by
    rw [parity, Matrix.diagonal_conjTranspose]
    refine congrArg Matrix.diagonal (funext fun s => ?_)
    simp [sgn]
  constructor
  · intro p
    rw [annihilate, adj, (create_factor K L).1, Matrix.conjTranspose_kronecker,
      Matrix.conjTranspose_one, annihilate]
  · intro r
    rw [annihilate, adj, (create_factor K L).2, Matrix.conjTranspose_kronecker, par, annihilate]

/-- String factorisation: `c(p) a(q)` is `M(p,q) ⊗ 1` for two spin-up orbitals and
`1 ⊗ M(p,q)` for two spin-down orbitals. -/
theorem excitation_factor (K L : ℕ) :
    (∀ p q : Fin K, inStrings (create (Fin.castAdd L p) * annihilate (Fin.castAdd L q)) =
      excite p q ⊗ₖ (1 : Matrix (Str L) (Str L) ℂ)) ∧
    (∀ r s : Fin L, inStrings (create (Fin.natAdd K r) * annihilate (Fin.natAdd K s)) =
      (1 : Matrix (Str K) (Str K) ℂ) ⊗ₖ excite r s) := by
  -- the alpha parity squares to one
  have sq : parity K * parity K = 1 := by
    rw [parity, Matrix.diagonal_mul_diagonal, ← Matrix.diagonal_one]
    refine congrArg Matrix.diagonal (funext fun s => ?_)
    change sgn s * sgn s = 1
    rw [sgn, ← mul_pow]
    norm_num
  constructor
  · intro p q
    rw [inStrings_mul, (create_factor K L).1, (annihilate_factor K L).1,
      ← Matrix.mul_kronecker_mul, one_mul, excite]
  · intro r s
    rw [inStrings_mul, (create_factor K L).2, (annihilate_factor K L).2,
      ← Matrix.mul_kronecker_mul, sq, excite]

/-- The opposite-spin two-electron operator `c(p↑) c(r↓) a(s↓) a(q↑)` is the product
`M(p,q) ⊗ M(r,s)` of an alpha and a beta excitation, without any extra sign. -/
theorem opposite_spin_factor {K L : ℕ} (p q : Fin K) (r s : Fin L) :
    inStrings (create (Fin.castAdd L p) * create (Fin.natAdd K r) *
      annihilate (Fin.natAdd K s) * annihilate (Fin.castAdd L q)) =
      excite p q ⊗ₖ excite r s := by
  rw [mul_assoc (create (Fin.castAdd L p)), inStrings_mul, inStrings_mul,
    (excitation_factor K L).2, (create_factor K L).1, (annihilate_factor K L).1,
    ← Matrix.mul_kronecker_mul, ← Matrix.mul_kronecker_mul]
  simp only [mul_one, one_mul, excite]

/-- Creators of opposite spin anticommute. -/
theorem create_up_down_anticommute {K L : ℕ} (p : Fin K) (r : Fin L) :
    inStrings (create (Fin.castAdd L p) * create (Fin.natAdd K r)) =
      -inStrings (create (Fin.natAdd K r) * create (Fin.castAdd L p)) := by
  -- an alpha creator reverses the alpha parity
  have anti : parity K * create p = -(create p * parity K) := by
    ext s t
    rw [parity, Matrix.diagonal_mul, Matrix.neg_apply, Matrix.mul_diagonal]
    by_cases h : t p = false ∧ s = Function.update t p true
    · rw [h.2, sgn_fill t p h.1]
      ring
    · have h0 : create p s t = 0 := if_neg h
      simp [h0]
  rw [inStrings_mul, inStrings_mul, (create_factor K L).1, (create_factor K L).2,
    ← Matrix.mul_kronecker_mul, ← Matrix.mul_kronecker_mul, one_mul, mul_one, anti]
  ext x y
  simp [Matrix.kroneckerMap_apply, Matrix.neg_apply]

/-- If there is at least one spin-up orbital, a single spin-down creator is not of the form
`1 ⊗ X` for any operator `X` on beta strings. -/
theorem create_down_not_beta_only {K L : ℕ} (hK : 0 < K) (r : Fin L)
    (X : Matrix (Str L) (Str L) ℂ) :
    inStrings (create (Fin.natAdd K r)) ≠ (1 : Matrix (Str K) (Str K) ℂ) ⊗ₖ X := by
  intro h
  rw [(create_factor K L).2] at h
  obtain ⟨a, ha⟩ : ∃ a : Str K, a ⟨0, hK⟩ = false := ⟨fun _ => false, rfl⟩
  obtain ⟨b, hb⟩ : ∃ b : Str L, b r = false := ⟨fun _ => false, rfl⟩
  have e (x : Str K) : sgn x * create r (Function.update b r true) b =
      X (Function.update b r true) b := by
    have hx := congrFun (congrFun h (x, Function.update b r true)) (x, b)
    simpa [Matrix.kroneckerMap_apply, parity] using hx
  -- compare two alpha strings of opposite parity
  have h1 := e a
  have h2 := e (Function.update a ⟨0, hK⟩ true)
  rw [sgn_fill a _ ha] at h2
  have h0 : sgn a * create r (Function.update b r true) b = 0 := by
    linear_combination (h1 - h2) / 2
  have hc : create r (Function.update b r true) b = phase r b := if_pos ⟨hb, rfl⟩
  rw [hc] at h0
  exact mul_ne_zero (pow_ne_zero _ (by norm_num)) (pow_ne_zero _ (by norm_num)) h0

end

end AlphaBetaStrings
```

```lean
#print axioms AlphaBetaStrings.opposite_spin_factor
#print axioms AlphaBetaStrings.create_up_down_anticommute
#print axioms AlphaBetaStrings.create_down_not_beta_only
```

```
'AlphaBetaStrings.opposite_spin_factor' depends on axioms: [propext, Classical.choice, Quot.sound]
'AlphaBetaStrings.create_up_down_anticommute' depends on axioms: [propext, Classical.choice, Quot.sound]
'AlphaBetaStrings.create_down_not_beta_only' depends on axioms: [propext, Classical.choice, Quot.sound]
```

## From occupation patterns to Kronecker products

`fill_iff` establishes that filling an orbital changes one string only. It uses the injectivity of `strings` and checks spin-up and spin-down positions separately with `Fin.addCases`. `phase_append` splits the sum over occupied orbitals with `Fin.sum_univ_add`; for a spin-down orbital, `pow_add` turns the two partial sums into the alpha parity times the beta sign.

`create_factor` compares matrix entries. After the two preceding lemmas are inserted, a case split on whether the orbital is empty and whether each string matches finishes the proof. `annihilate_factor` takes conjugate transposes, with `par` stating that \(\Gamma\) is self-adjoint.

`inStrings_mul` lets products be formed in the basis of pairs. `excitation_factor` then applies `Matrix.mul_kronecker_mul`, the product rule above, and `sq`, which is \(\Gamma^2=1\). In `opposite_spin_factor`, `mul_assoc` groups the two spin-down operators so that this result applies to them.

`sgn_fill` shows that adding an electron reverses the parity, by separating the term for the filled orbital from the sum. It supplies the relation `anti` in `create_up_down_anticommute`. It also supplies the two opposite signs in `create_down_not_beta_only`, where `linear_combination` takes half the difference of the two entry equations to show that \(\operatorname{sgn}(\alpha)\varphi_r(\beta)\) would be zero. Both factors are powers of \(-1\), so `mul_ne_zero` gives the contradiction.
